# Free-energy dissipation and Fermi-Dirac stationarity in a finite Pauli-blocked master equation

Take two single-particle states with energies $E_1, E_2$ and occupations $f_1, f_2$ strictly between 0 and 1, in contact with a bath at temperature $T>0$ (in energy units, $k_B=1$). Electrons jump from 1 to 2 at rate $W_{12}>0$ and back at rate $W_{21}$, each jump being reduced by the filling of its target. The net flow into state 1 is

$$J_{12}=W_{21}f_2(1-f_1)-W_{12}f_1(1-f_2).$$

Suppose that $W_{12}e^{-E_1/T}=W_{21}e^{-E_2/T}$, and write $u_i=E_i+T\ln\frac{f_i}{1-f_i}$. Eliminating $W_{21}$ gives

$$J_{12}=W_{12}e^{-E_1/T}(1-f_1)(1-f_2)\left(e^{u_2/T}-e^{u_1/T}\right).$$

Electrons flow from the larger $u$ to the smaller. State 2 loses what state 1 gains, so the free energy changes at the rate $u_1J_{12}-u_2J_{12}=(u_1-u_2)J_{12}$, which is negative unless $u_1=u_2$. With any finite number of states, the same argument is applied pair by pair.

## States, rates and flows

```lean
import Mathlib

open Finset

namespace PauliMasterEquation

noncomputable section

variable {ι : Type*}
```

The type `ι` is the set of labels of the single-particle states. It is taken to be finite wherever a sum over all states appears.

```lean
/-- Net Pauli-blocked flow from state `j` into state `i`; `W i j` is the rate of the jump
from `i` to `j`. -/
def netFlow (W : ι → ι → ℝ) (f : ι → ℝ) (i j : ι) : ℝ :=
  W j i * f j * (1 - f i) - W i j * f i * (1 - f j)
```

This is $J_{ij}=W_{ji}f_j(1-f_i)-W_{ij}f_i(1-f_j)$, with `W i j` the rate of the jump $i\to j$. The products of occupations are a mean-field assumption: correlations between the fillings of different states are neglected.

```lean
/-- The collision term: total net flow into state `i`. -/
def collision [Fintype ι] (W : ι → ι → ℝ) (f : ι → ℝ) (i : ι) : ℝ :=
  ∑ j, netFlow W f i j
```

The collision term is $F_i=\sum_j J_{ij}$, and the master equation is $\dot f_i=F_i$. It has no driving field, no spatial dependence and no electron-electron scattering.

```lean
/-- Detailed balance of the rates at temperature `T ≠ 0`. -/
def DetailedBalance (W : ι → ι → ℝ) (E : ι → ℝ) (T : ℝ) : Prop :=
  ∀ i j, W i j * Real.exp (-E i / T) = W j i * Real.exp (-E j / T)
```

Detailed balance reads $W_{ij}e^{-E_i/T}=W_{ji}e^{-E_j/T}$. It is postulated, and stands for jumps caused by a reservoir, such as phonons, that stays in equilibrium at $T$.

```lean
/-- Every state can be reached from every other by a chain of jumps with positive rates. -/
def Linked (W : ι → ι → ℝ) : Prop :=
  ∀ i j, Relation.ReflTransGen (fun a b => 0 < W a b) i j
```

Some rates may be zero, provided that a chain of allowed jumps leads from any state to any other. `Relation.ReflTransGen` means "zero or more steps". Physically, no group of states is isolated; two isolated groups could each keep a chemical potential of their own.

```lean
/-- Local chemical potential of state `i`, for occupations strictly between 0 and 1. -/
def localPotential (E : ι → ℝ) (T : ℝ) (f : ι → ℝ) (i : ι) : ℝ :=
  E i + T * Real.log (f i / (1 - f i))
```

This is $u_i=E_i+T\ln\frac{f_i}{1-f_i}$, the chemical potential at which state $i$ would have its present occupation in equilibrium.

```lean
/-- Fermi-Dirac occupations at temperature `T ≠ 0` and chemical potential `μ`. -/
def fermiDirac (E : ι → ℝ) (T μ : ℝ) (i : ι) : ℝ :=
  1 / (Real.exp ((E i - μ) / T) + 1)
```

The Fermi-Dirac occupation is $1/(e^{(E_i-\mu)/T}+1)$.

```lean
/-- Free energy of independent fermions: energy minus temperature times entropy. -/
def freeEnergy [Fintype ι] (E : ι → ℝ) (T : ℝ) (f : ι → ℝ) : ℝ :=
  ∑ i, (E i * f i + T * (f i * Real.log (f i) + (1 - f i) * Real.log (1 - f i)))
```

The free energy is $\sum_iE_if_i-TS$ with the entropy of independent fermions, $S=-\sum_i[f_i\ln f_i+(1-f_i)\ln(1-f_i)]$.

```lean
/-- Metropolis rates at temperature `T ≠ 0`. -/
def metropolis (E : ι → ℝ) (T : ℝ) (i j : ι) : ℝ :=
  min 1 (Real.exp ((E i - E j) / T))
```

The Metropolis rate is $\min(1,e^{(E_i-E_j)/T})$, in units of an attempt rate: downhill jumps always pass, uphill ones with a Boltzmann factor.

## Particle number and the driving force of the flow

```lean
variable {W : ι → ι → ℝ} {E f : ι → ℝ} {T : ℝ}

/-- Collisions conserve the particle number. -/
theorem sum_collision [Fintype ι] (W : ι → ι → ℝ) (f : ι → ℝ) :
    ∑ i, collision W f i = 0 := by
  simp only [collision, netFlow, Finset.sum_sub_distrib]
  exact sub_eq_zero.mpr Finset.sum_comm
```

A theorem lists its hypotheses before the colon and its claim after it; the proof follows `:=`. Here there are no conditions on $W$ or $f$, and the claim is $\sum_iF_i=0$. By hand, the gain terms sum to $\sum_{i,j}W_{ji}f_j(1-f_i)$, and renaming $i\leftrightarrow j$ turns this into the sum of the loss terms. The renaming is `Finset.sum_comm`.

```lean
/-- The local chemical potential fixes the ratio of occupied to empty weight of a state. -/
theorem exp_localPotential (hT : 0 < T) (hf : ∀ i, 0 < f i ∧ f i < 1) (i : ι) :
    (1 - f i) * Real.exp (localPotential E T f i / T) = f i * Real.exp (E i / T) := by
  have h1 : 0 < 1 - f i := sub_pos.2 (hf i).2
  have h2 : localPotential E T f i / T = E i / T + Real.log (f i / (1 - f i)) := by
    rw [localPotential, add_div, mul_div_cancel_left₀ _ hT.ne']
  rw [h2, Real.exp_add, Real.exp_log (div_pos (hf i).1 h1)]
  field_simp
```

The hypothesis `hf` says that $0<f_i<1$ for every state. Dividing $u_i$ by $T$ and exponentiating gives $e^{u_i/T}=e^{E_i/T}f_i/(1-f_i)$, hence

$$(1-f_i)e^{u_i/T}=f_ie^{E_i/T}.$$

```lean
/-- Under detailed balance the net flow between two states is driven by the difference of
their local chemical potentials. -/
theorem netFlow_eq (hT : 0 < T) (hW : DetailedBalance W E T)
    (hf : ∀ i, 0 < f i ∧ f i < 1) (i j : ι) :
    netFlow W f i j = W i j * Real.exp (-E i / T) * (1 - f i) * (1 - f j) *
      (Real.exp (localPotential E T f j / T) - Real.exp (localPotential E T f i / T)) := by
  have B : ∀ k, Real.exp (-E k / T) * Real.exp (E k / T) = 1 := fun k => by
    rw [← Real.exp_add, neg_div, neg_add_cancel, Real.exp_zero]
  have A := exp_localPotential (E := E) hT hf
  unfold netFlow
  linear_combination (-(W i j * Real.exp (-E i / T) * (1 - f i))) * A j
    + W i j * Real.exp (-E i / T) * (1 - f j) * A i
    - (1 - f i) * f j * Real.exp (E j / T) * hW i j
    - W j i * (1 - f i) * f j * B j + W i j * (1 - f j) * f i * B i
```

This is the two-state formula for any pair. Detailed balance gives $W_{ji}=W_{ij}e^{-E_i/T}e^{E_j/T}$, so

$$J_{ij}=W_{ij}e^{-E_i/T}\left[(1-f_i)f_je^{E_j/T}-(1-f_j)f_ie^{E_i/T}\right].$$

Replacing $f_ke^{E_k/T}$ by $(1-f_k)e^{u_k/T}$ for $k=i,j$ gives the claim. The tactic `linear_combination` is told which multiples of the known equations to add, and checks that they yield the goal by algebra. The equations are `A` (the previous theorem), `B` ($e^{-E_k/T}e^{E_k/T}=1$) and `hW` (detailed balance).

```lean
/-- A state has local chemical potential `μ` exactly when its occupation is the Fermi-Dirac
value for `μ`. -/
theorem localPotential_eq_iff (hT : 0 < T) (hf : ∀ i, 0 < f i ∧ f i < 1) (μ : ℝ) (i : ι) :
    localPotential E T f i = μ ↔ f i = fermiDirac E T μ i := by
  have A := exp_localPotential (E := E) hT hf i
  have hq : Real.exp ((E i - μ) / T) * Real.exp (μ / T) = Real.exp (E i / T) := by
    rw [← Real.exp_add, ← add_div, sub_add_cancel]
  have hpos : Real.exp ((E i - μ) / T) + 1 ≠ 0 := by positivity
  rw [fermiDirac, eq_div_iff hpos]
  constructor
  · intro h
    rw [h] at A
    apply mul_right_cancel₀ (Real.exp_pos (μ / T)).ne'
    linear_combination f i * hq - A
  · intro h
    have hX : Real.exp (localPotential E T f i / T) = Real.exp (μ / T) := by
      apply mul_left_cancel₀ (sub_pos.2 (hf i).2).ne'
      linear_combination A - f i * hq + Real.exp (μ / T) * h
    exact (div_left_inj' hT.ne').1 (Real.exp_injective hX)
```

The condition $f_i=1/(e^{(E_i-\mu)/T}+1)$ is equivalent to $1-f_i=f_ie^{(E_i-\mu)/T}$, and so to $(1-f_i)e^{\mu/T}=f_ie^{E_i/T}$. Comparison with the identity for $e^{u_i/T}$ shows that this holds exactly when $e^{u_i/T}=e^{\mu/T}$, that is, when $u_i=\mu$. The two bullets in the proof are the two directions.

## Dissipation and equilibrium

```lean
/-- Twice a weighted sum of the collision term is the sum, over ordered pairs of states, of weight
difference times net flow. -/
theorem two_mul_sum_collision [Fintype ι] (W : ι → ι → ℝ) (f u : ι → ℝ) :
    2 * ∑ i, u i * collision W f i = ∑ i, ∑ j, (u i - u j) * netFlow W f i j := by
  have h1 : ∑ i, u i * collision W f i = ∑ i, ∑ j, u i * netFlow W f i j := by
    simp only [collision, Finset.mul_sum]
  -- exchange the two states and use antisymmetry of the flow
  have h2 : ∑ i, u i * collision W f i = ∑ i, ∑ j, -(u j * netFlow W f i j) := by
    rw [h1, Finset.sum_comm]
    refine Finset.sum_congr rfl fun i _ => Finset.sum_congr rfl fun j _ => ?_
    unfold netFlow
    ring
  have h3 : ∑ i, ∑ j, (u i - u j) * netFlow W f i j =
      ∑ i, ∑ j, u i * netFlow W f i j + ∑ i, ∑ j, -(u j * netFlow W f i j) := by
    simp only [← Finset.sum_add_distrib]
    refine Finset.sum_congr rfl fun i _ => Finset.sum_congr rfl fun j _ => ?_
    ring
  rw [h3, ← h1, ← h2, two_mul]
```

For any weights $u_i$,

$$2\sum_iu_iF_i=\sum_{i,j}(u_i-u_j)J_{ij}.$$

By definition $\sum_iu_iF_i=\sum_{i,j}u_iJ_{ij}$ (`h1`). Exchanging the labels and using $J_{ji}=-J_{ij}$, the same quantity is $-\sum_{i,j}u_jJ_{ij}$ (`h2`). Adding the two gives the result.

```lean
/-- For `T > 0`, non-negative rates that link all states and obey detailed balance, and occupations
strictly between 0 and 1, the sum of local chemical potential times collision term is never
positive, and it vanishes exactly for the Fermi-Dirac occupations. -/
theorem free_energy_rate [Fintype ι] (hT : 0 < T) (hW0 : ∀ i j, 0 ≤ W i j)
    (hL : Linked W) (hW : DetailedBalance W E T) (hf : ∀ i, 0 < f i ∧ f i < 1) :
    ∑ i, localPotential E T f i * collision W f i ≤ 0 ∧
    (∑ i, localPotential E T f i * collision W f i = 0 ↔ ∃ μ, f = fermiDirac E T μ) := by
  set u := localPotential E T f with hu
  have h2 := two_mul_sum_collision W f u
  have hg : ∀ i, 0 < 1 - f i := fun i => sub_pos.2 (hf i).2
  have key : ∀ i j, (u i - u j) * netFlow W f i j =
      W i j * (Real.exp (-E i / T) * (1 - f i) * (1 - f j) *
        ((u i - u j) * (Real.exp (u j / T) - Real.exp (u i / T)))) := fun i j => by
    rw [netFlow_eq hT hW hf i j]
    ring
  -- the exponential is increasing, so distinct potentials dissipate
  have hneg : ∀ i j, u i ≠ u j → Real.exp (-E i / T) * (1 - f i) * (1 - f j) *
      ((u i - u j) * (Real.exp (u j / T) - Real.exp (u i / T))) < 0 := fun i j h => by
    refine mul_neg_of_pos_of_neg (mul_pos (mul_pos (Real.exp_pos _) (hg i)) (hg j)) ?_
    rcases lt_or_gt_of_ne h with h | h
    · exact mul_neg_of_neg_of_pos (sub_neg.2 h)
        (sub_pos.2 (Real.exp_lt_exp.2 (div_lt_div_of_pos_right h hT)))
    · exact mul_neg_of_pos_of_neg (sub_pos.2 h)
        (sub_neg.2 (Real.exp_lt_exp.2 (div_lt_div_of_pos_right h hT)))
  have hle : ∀ i j, (u i - u j) * netFlow W f i j ≤ 0 := fun i j => by
    by_cases h : u i = u j
    · simp [h]
    · rw [key]
      exact mul_nonpos_iff.2 (Or.inl ⟨hW0 i j, (hneg i j h).le⟩)
  have hrow : ∀ i, ∑ j, (u i - u j) * netFlow W f i j ≤ 0 := fun i =>
    Finset.sum_nonpos fun j _ => hle i j
  refine ⟨by linarith [Finset.sum_nonpos fun i (_ : i ∈ Finset.univ) => hrow i], ?_, ?_⟩
  · intro h0
    rw [h0, mul_zero] at h2
    have hz : ∀ i j, (u i - u j) * netFlow W f i j = 0 := fun i j =>
      (Finset.sum_eq_zero_iff_of_nonpos fun j _ => hle i j).1
        ((Finset.sum_eq_zero_iff_of_nonpos fun i _ => hrow i).1 h2.symm i (Finset.mem_univ i))
        j (Finset.mem_univ j)
    have hstep : ∀ i j, 0 < W i j → u i = u j := fun i j hij => by
      by_contra h
      have h3 := mul_neg_of_pos_of_neg hij (hneg i j h)
      rw [← key, hz] at h3
      exact lt_irrefl _ h3
    -- equality spreads along chains of allowed jumps
    have hall : ∀ i j, u i = u j := fun i j => by
      induction hL i j with
      | refl => rfl
      | tail _ hbc ih => exact ih.trans (hstep _ _ hbc)
    rcases isEmpty_or_nonempty ι with he | ⟨⟨k⟩⟩
    · exact ⟨0, funext fun i => he.elim i⟩
    · exact ⟨u k, funext fun i => (localPotential_eq_iff hT hf (u k) i).1 (hall i k)⟩
  · rintro ⟨μ, hμ⟩
    have hc : ∀ i, u i = μ := fun i =>
      (localPotential_eq_iff hT hf μ i).2 (congrFun hμ i)
    simp only [hc, ← Finset.mul_sum, sum_collision, mul_zero]
```

The hypotheses are $T>0$, non-negative rates, linked states, detailed balance and $0<f_i<1$. The conclusion has two parts, joined by `∧`: $\sum_iu_iF_i\le0$, and this sum is zero if and only if $f$ is Fermi-Dirac with a single $\mu$ for all states.

For the inequality, insert the flow formula into the pair sum. Each term becomes

$$W_{ij}e^{-E_i/T}(1-f_i)(1-f_j)\,(u_i-u_j)\left(e^{u_j/T}-e^{u_i/T}\right).$$

This is `key`. Since the exponential is increasing, the last two factors have opposite signs when $u_i\ne u_j$, which is `hneg`. Every term is therefore at most zero (`hle`), and so is the sum.

If the sum is zero, each of its non-positive terms must be zero (`hz`). A pair with $W_{ij}>0$ then has $u_i=u_j$ (`hstep`), and induction along a chain of allowed jumps gives the same $u$ everywhere (`hall`). By the equivalence above, $f$ is Fermi-Dirac with that common value as $\mu$. With a single state this is immediate, because $F=0$ and $\mu=u$; with no states, any $\mu$ serves.

Conversely, Fermi-Dirac occupations have $u_i=\mu$ throughout, and $\sum_iu_iF_i=\mu\sum_iF_i=0$.

```lean
/-- For `T > 0`, non-negative rates that link all states and obey detailed balance, and occupations
strictly between 0 and 1, the collision term vanishes in every state exactly for the Fermi-Dirac
occupations. -/
theorem stationary_iff [Fintype ι] (hT : 0 < T) (hW0 : ∀ i j, 0 ≤ W i j)
    (hL : Linked W) (hW : DetailedBalance W E T) (hf : ∀ i, 0 < f i ∧ f i < 1) :
    (∀ i, collision W f i = 0) ↔ ∃ μ, f = fermiDirac E T μ := by
  constructor
  · intro h
    exact (free_energy_rate hT hW0 hL hW hf).2.1 (by simp only [h, mul_zero, sum_const_zero])
  · rintro ⟨μ, hμ⟩ i
    have hc : ∀ k, localPotential E T f k = μ := fun k =>
      (localPotential_eq_iff hT hf μ k).2 (congrFun hμ k)
    refine Finset.sum_eq_zero fun j _ => ?_
    rw [netFlow_eq hT hW hf i j, hc i, hc j, sub_self, mul_zero]
```

Under the same hypotheses, $F_i=0$ for all $i$ exactly when $f$ is Fermi-Dirac. If all $F_i$ vanish, so does the free-energy rate, and the previous theorem applies. In the other direction, equal potentials make every $J_{ij}$ vanish, so equilibrium holds pair by pair and no current circulates.

```lean
/-- Where the master equation holds and all occupations are strictly between 0 and 1, the time
derivative of the free energy is the sum of local chemical potential times collision term. -/
theorem hasDerivAt_freeEnergy [Fintype ι] (W : ι → ι → ℝ) (E : ι → ℝ) (T : ℝ)
    (f : ℝ → ι → ℝ) (t : ℝ) (hf : ∀ i, 0 < f t i ∧ f t i < 1)
    (hsol : ∀ i, HasDerivAt (fun s => f s i) (collision W (f t) i) t) :
    HasDerivAt (fun s => freeEnergy E T (f s))
      (∑ i, localPotential E T (f t) i * collision W (f t) i) t := by
  unfold freeEnergy
  refine HasDerivAt.fun_sum fun i _ => ?_
  have h0 : f t i ≠ 0 := (hf i).1.ne'
  have h1 : 1 - f t i ≠ 0 := (sub_pos.2 (hf i).2).ne'
  have hs := hsol i
  have hc := hs.const_sub 1
  have a := hs.fun_mul (hs.log h0)
  have b := hc.fun_mul (hc.log h1)
  refine ((hs.const_mul (E i)).fun_add ((a.fun_add b).const_mul T)).congr_deriv ?_
  rw [localPotential, Real.log_div h0 h1]
  field_simp
  ring
```

Here `f` is a history: `f t i` is the occupation of state $i$ at time $t$. The hypothesis `hsol` says that the master equation holds at time $t$. Differentiating one term of the free energy gives

$$E_i\dot f_i+T\left[\dot f_i\ln f_i+\dot f_i-\dot f_i\ln(1-f_i)-\dot f_i\right]=u_i\dot f_i,$$

and $\dot f_i=F_i$. The Lean proof assembles the same product and chain rules, then simplifies. This identifies $\sum_iu_iF_i$ as the time derivative of the free energy, which is therefore non-positive under the hypotheses of `free_energy_rate`. Existence of solutions and convergence to equilibrium at long times are separate questions, not treated here.

## Metropolis rates and a simulation step

```lean
/-- Metropolis rates are non-negative, link all states and obey detailed balance. -/
theorem metropolis_witness (E : ι → ℝ) (T : ℝ) :
    (∀ i j, 0 ≤ metropolis E T i j) ∧ Linked (metropolis E T) ∧
      DetailedBalance (metropolis E T) E T := by
  have hpos : ∀ i j, 0 < metropolis E T i j := fun i j =>
    lt_min one_pos (Real.exp_pos _)
  have h : ∀ i j, metropolis E T i j * Real.exp (-E i / T) =
      min (Real.exp (-E i / T)) (Real.exp (-E j / T)) := fun i j => by
    have he : (E i - E j) / T + -E i / T = -E j / T := by ring
    rw [metropolis, min_mul_of_nonneg _ _ (Real.exp_pos _).le, one_mul, ← Real.exp_add, he]
  refine ⟨fun i j => (hpos i j).le, fun i j => Relation.ReflTransGen.single (hpos i j), ?_⟩
  intro i j
  rw [h i j, h j i, min_comm]

end

end PauliMasterEquation
```

Multiplying the Metropolis rate by $e^{-E_i/T}$ gives $\min(e^{-E_i/T},e^{-E_j/T})$, which is symmetric in $i$ and $j$; that is detailed balance. All the rates are positive, so one jump links any two states. The theorem accepts every real `T`, even zero, where Lean sets the quotient to zero; its physical content is for $T>0$.

In a Monte Carlo simulation of degenerate carriers with these model rates, let an electron in $i$ propose a jump to $j$ with the same probability as an electron in $j$ proposes a jump to $i$. A proposed jump $i\to j$ can then be accepted with probability $\min(1,e^{(E_i-E_j)/T})$ and then again with probability $1-f_j$, which is the Pauli blocking. A code that evolves the occupations directly can compute $J_{ij}$ once per pair, add it to $F_i$ and subtract it from $F_j$, so that particle number is conserved up to rounding. For this finite, field-free model with a fixed bath, a Fermi-Dirac input at the bath temperature should then give a zero collision term up to rounding. This can expose rates that break detailed balance, but not rates that are wrong by a factor symmetric in $i$ and $j$. The sign of the free-energy rate concerns continuous time; a large explicit time step can still raise the free energy or push an occupation out of range.

```lean
#print axioms PauliMasterEquation.stationary_iff
#print axioms PauliMasterEquation.hasDerivAt_freeEnergy
```

```
'PauliMasterEquation.stationary_iff' depends on axioms: [propext, Classical.choice, Quot.sound]
'PauliMasterEquation.hasDerivAt_freeEnergy' depends on axioms: [propext, Classical.choice, Quot.sound]
```
